# Centring translations and systematic absences on a periodic grid

## Definitions and conventions

Divide each edge of a crystal cell in $n$ dimensions into $N\ge 1$ equal steps. A grid point $x$ has integer coordinates modulo $N$, so its fractional coordinates are $x_i/N$. A density is a complex function $r$ on these points. A reflection $h$ is also a vector of integers modulo $N$, with phase factor and structure factor

$$
\varphi_h(x)=e^{2\pi i\,h\cdot x/N},\qquad F(h)=\sum_x r(x)\,\varphi_h(x).
$$

The sign in the exponent is positive and the sum is not normalised. The dot product pairs indices with fractional coordinates, so the cell may have any shape.

## The absence criterion

For a fixed grid vector $c$,

$$
r(x+c)=r(x)\ \text{for all }x
\iff
F(h)=0\ \text{whenever } h\cdot c\not\equiv 0 \pmod N .
$$

A centring of the sampled density can therefore be imposed or tested on its Fourier coefficients, provided the centring vector is a grid vector. Plane-wave electronic-structure calculations also sample densities on finite grids, but those grids may have different numbers of steps along different edges, which this model does not cover, and need not contain the centring vector.

## Derivation

The phase is multiplicative, $\varphi_h(x+y)=\varphi_h(x)\varphi_h(y)$, and equals 1 exactly when $h\cdot x\equiv0$. Let $F_c$ be the structure factor of the translated density $x\mapsto r(x+c)$. Relabelling the periodic sum gives

$$
F_c(h)\,\varphi_h(c)=\sum_x r(x+c)\,\varphi_h(x+c)=F(h).
$$

If $r$ is invariant, then $F_c=F$ and $F(h)(\varphi_h(c)-1)=0$. Hence $F(h)=0$ wherever $h\cdot c\not\equiv0$.

The converse needs Fourier inversion. Put $S(y)=\sum_h\varphi_h(y)$. At $y=0$ every term is 1 and $S(0)=N^n$. If some component $y_i\neq0$, shifting all $h$ by the unit vector $e_i$ permutes the terms, so $S(y)=S(y)\,e^{2\pi i y_i/N}$. The last factor is not 1, hence $S(y)=0$. Therefore

$$
\sum_h F(h)\,\varphi_h(-x)=\sum_y r(y)\,S(y-x)=N^n r(x).
$$

Now assume the absences. Where $h\cdot c\equiv0$, the phase is 1 and $F_c(h)=F(h)$. Elsewhere $F(h)=0$, and since $\varphi_h(c)\ne0$, also $F_c(h)=0$. The two densities have the same structure factors, so inversion gives $r(x+c)=r(x)$.

## Allowed reflections and body centring

No further reflection is forced to vanish. If $h\cdot c\equiv0$, the plane wave $r(x)=\varphi_h(-x)$ is invariant under $c$, because $\varphi_h(-c)=1$, and its structure factor at $h$ is $\sum_x 1=N^n$. This example is complex-valued in general. The real, non-negative density $1+\cos(2\pi h\cdot x/N)$ is also invariant under $c$, and its structure factor at $h$ is at least $N^n/2$; this second example is not part of the Lean code.

For body centring take $n=3$, $N=2M$ and $c=(M,M,M)$, half the cell diagonal. Write the three indices of a reflection as $(h,k,l)$, so that $h$ now denotes the first index only. The dot product of the reflection with $c$ is $M(h+k+l)$, which is divisible by $2M$ exactly when $h+k+l$ is even. The reflections that body centring forces to vanish are those with $h+k+l$ odd.

## Reading the Lean statements

Grid points and reflections both have type `Fin n → ZMod N`, which builds in the periodicity; `[NeZero N]` excludes $N=0$. The phase is `ZMod.stdAddChar` applied to `h ⬝ᵥ x`. In `centring_iff_absences`, `r` and `c` are arbitrary. In `body_centring_iff` the indices are integers, reduced modulo `2 * M` before the structure factor is taken; their parity survives because the modulus is even.

The model covers pure translations of a sampled density. Continuous densities, glide planes and screw axes are not treated, and absence means exact vanishing, not weak measured intensity.

```lean
import Mathlib

open Matrix

namespace CentringAbsences

noncomputable section

variable {N n : ℕ} [NeZero N]

/-- The phase factor `exp (2πi h·x / N)` of the reflection `h` at the grid point `x`. -/
def phase (h x : Fin n → ZMod N) : ℂ := ZMod.stdAddChar (h ⬝ᵥ x)

/-- The structure factor of the density `r` at the reflection `h`: the sum over the grid of the
density times the phase factor. -/
def structureFactor (r : (Fin n → ZMod N) → ℂ) (h : Fin n → ZMod N) : ℂ :=
  ∑ x, r x * phase h x

/-- The phase factor of a sum of two grid vectors is the product of their phase factors. -/
theorem phase_add (h x y : Fin n → ZMod N) :
    phase h (x + y) = phase h x * phase h y := by
  unfold phase
  rw [dotProduct_add, AddChar.map_add_eq_mul]

/-- The phase factor equals one exactly when `h·x` vanishes modulo `N`. -/
theorem phase_eq_one_iff (h x : Fin n → ZMod N) : phase h x = 1 ↔ h ⬝ᵥ x = 0 := by
  unfold phase
  constructor
  · intro hp
    apply ZMod.injective_stdAddChar
    rw [AddChar.map_zero_eq_one]
    exact hp
  · intro h0
    rw [h0, AddChar.map_zero_eq_one]

private lemma phase_mul_neg (h x : Fin n → ZMod N) : phase h x * phase h (-x) = 1 := by
  rw [← phase_add, add_neg_cancel, phase_eq_one_iff, dotProduct_zero]

/-- The structure factor of the density `x ↦ r (x + c)` at `h`, multiplied by the phase factor of
`h` at `c`, equals the structure factor of `r` at `h`. -/
theorem structureFactor_translate (r : (Fin n → ZMod N) → ℂ) (c h : Fin n → ZMod N) :
    structureFactor (fun x => r (x + c)) h * phase h c = structureFactor r h := by
  have key := Equiv.sum_comp (Equiv.addRight c) (fun x => r x * phase h x)
  simp only [Equiv.coe_addRight] at key
  unfold structureFactor
  rw [← key, Finset.sum_mul]
  refine Finset.sum_congr rfl fun x _ => ?_
  rw [phase_add, mul_assoc]

/-- The phase factors at a grid point `y`, summed over all reflections, give the number of grid
points if `y` is the origin and zero otherwise. -/
theorem sum_phase (y : Fin n → ZMod N) :
    ∑ h, phase h y = if y = 0 then (N : ℂ) ^ n else 0 := by
  split_ifs with hy
  · have h1 : ∀ h : Fin n → ZMod N, phase h y = 1 := fun h => by
      rw [phase_eq_one_iff, hy, dotProduct_zero]
    simp [h1, ZMod.card]
  · obtain ⟨i, hi⟩ := Function.ne_iff.mp hy
    -- shifting the reflections along axis `i` multiplies the sum by a phase other than one
    have hne : phase (Pi.single i 1) y ≠ 1 := by
      rw [Ne, phase_eq_one_iff, single_dotProduct, one_mul]
      exact hi
    have key := Equiv.sum_comp (Equiv.addRight (Pi.single i (1 : ZMod N))) (fun h => phase h y)
    have hs : ∀ h : Fin n → ZMod N,
        phase (h + Pi.single i 1) y = phase h y * phase (Pi.single i 1) y := fun h => by
      unfold phase
      rw [add_dotProduct, AddChar.map_add_eq_mul]
    simp only [Equiv.coe_addRight, hs] at key
    rw [← Finset.sum_mul] at key
    have h0 : (∑ h, phase h y) * (phase (Pi.single i 1) y - 1) = 0 := by
      linear_combination key
    exact (mul_eq_zero.mp h0).resolve_right (sub_ne_zero.mpr hne)

/-- Fourier synthesis: the structure factors, summed with the opposite phases, return the density
times the number of grid points. -/
theorem fourier_synthesis (r : (Fin n → ZMod N) → ℂ) (x : Fin n → ZMod N) :
    ∑ h, structureFactor r h * phase h (-x) = (N : ℂ) ^ n * r x := by
  have step : ∀ h, structureFactor r h * phase h (-x) = ∑ y, r y * phase h (y + -x) := by
    intro h
    unfold structureFactor
    rw [Finset.sum_mul]
    refine Finset.sum_congr rfl fun y _ => ?_
    rw [phase_add, mul_assoc]
  simp_rw [step]
  rw [Finset.sum_comm]
  simp_rw [← Finset.mul_sum, sum_phase]
  -- only the grid point `y = x` survives
  rw [Finset.sum_eq_single x]
  · rw [if_pos (add_neg_cancel x), mul_comm]
  · intro y _ hy
    rw [if_neg (fun h0 => hy (add_neg_eq_zero.mp h0)), mul_zero]
  · intro hx
    exact absurd (Finset.mem_univ x) hx

/-- A density is invariant under translation by `c` if and only if its structure factor vanishes
at every reflection `h` with `h·c` nonzero modulo `N`. -/
theorem centring_iff_absences (r : (Fin n → ZMod N) → ℂ) (c : Fin n → ZMod N) :
    (∀ x, r (x + c) = r x) ↔ ∀ h, h ⬝ᵥ c ≠ 0 → structureFactor r h = 0 := by
  constructor
  · intro hr h hc
    have s := structureFactor_translate r c h
    rw [show (fun x => r (x + c)) = r from funext hr] at s
    have h0 : structureFactor r h * (phase h c - 1) = 0 := by linear_combination s
    exact (mul_eq_zero.mp h0).resolve_right
      (sub_ne_zero.mpr (fun hp => hc ((phase_eq_one_iff h c).mp hp)))
  · intro habs x
    -- the density and its translate have the same structure factors
    have same : ∀ h, structureFactor (fun x => r (x + c)) h = structureFactor r h := by
      intro h
      have s := structureFactor_translate r c h
      by_cases hc : h ⬝ᵥ c = 0
      · rw [(phase_eq_one_iff h c).mpr hc, mul_one] at s
        exact s
      · rw [habs h hc] at s ⊢
        have hp : phase h c ≠ 0 := left_ne_zero_of_mul_eq_one (phase_mul_neg h c)
        exact (mul_eq_zero.mp s).resolve_right hp
    -- hence they agree by Fourier synthesis
    have e := fourier_synthesis (fun x => r (x + c)) x
    simp_rw [same] at e
    rw [fourier_synthesis] at e
    have hN : (N : ℂ) ^ n ≠ 0 := pow_ne_zero _ (Nat.cast_ne_zero.mpr (NeZero.ne N))
    exact (mul_left_cancel₀ hN e).symm

/-- For every reflection `h` with `h·c = 0` there is a plane wave that is invariant under
translation by `c` and whose structure factor at `h` is the number of grid points. -/
theorem allowed_reflection_present (h c : Fin n → ZMod N) (hc : h ⬝ᵥ c = 0) :
    (∀ x, phase h (-(x + c)) = phase h (-x)) ∧
      structureFactor (fun x => phase h (-x)) h = (N : ℂ) ^ n := by
  constructor
  · intro x
    have h1 : phase h (-c) = 1 := by
      rw [phase_eq_one_iff, dotProduct_neg, hc, neg_zero]
    rw [neg_add, phase_add, h1, mul_one]
  · have h1 : ∀ x, phase h (-x) * phase h x = 1 := fun x => by
      rw [mul_comm, phase_mul_neg]
    simp [structureFactor, h1, ZMod.card]

/-- Body centring: on a three-dimensional grid with `2M` points along each edge, a density is
invariant under translation by `(M, M, M)` if and only if every reflection with `h + k + l` odd
is absent. -/
theorem body_centring_iff {M : ℕ} [NeZero (2 * M)] (r : (Fin 3 → ZMod (2 * M)) → ℂ) :
    (∀ x, r (x + fun _ => (M : ZMod (2 * M))) = r x) ↔
      ∀ h : Fin 3 → ℤ, Odd (h 0 + h 1 + h 2) →
        structureFactor r (fun i => (h i : ZMod (2 * M))) = 0 := by
  have hM : (M : ℤ) ≠ 0 := by
    have h2 := NeZero.ne (2 * M)
    omega
  -- `h·c` vanishes modulo `2M` exactly when `h + k + l` is even
  have parity : ∀ h : Fin 3 → ℤ,
      (fun i => (h i : ZMod (2 * M))) ⬝ᵥ (fun _ => (M : ZMod (2 * M))) = 0 ↔
        Even (h 0 + h 1 + h 2) := by
    intro h
    have e : (fun i => (h i : ZMod (2 * M))) ⬝ᵥ (fun _ => (M : ZMod (2 * M))) =
        (((h 0 + h 1 + h 2) * (M : ℤ) : ℤ) : ZMod (2 * M)) := by
      simp only [dotProduct, Fin.sum_univ_three]
      push_cast
      ring
    rw [e, CharP.intCast_eq_zero_iff (ZMod (2 * M)) (2 * M), Nat.cast_mul,
      mul_dvd_mul_iff_right hM, even_iff_two_dvd, Nat.cast_ofNat]
  rw [centring_iff_absences]
  constructor
  · intro H h hodd
    exact H _ (fun h0 => Int.not_even_iff_odd.mpr hodd ((parity h).mp h0))
  · intro H h hc
    choose g hg using fun i => ZMod.intCast_surjective (h i)
    have hgh : (fun i => (g i : ZMod (2 * M))) = h := funext hg
    rw [← hgh] at hc ⊢
    exact H g (Int.not_even_iff_odd.mp (fun he => hc ((parity g).mpr he)))

end

end CentringAbsences
```

## How the proof runs

`phase_add` and `phase_eq_one_iff` give the two properties of the phase; the second uses the injectivity of the standard character. In `structureFactor_translate`, `Equiv.sum_comp` performs the relabelling of the grid. The same device shifts the reflections in `sum_phase`, where `Pi.single i 1` is $e_i$.

`fourier_synthesis` exchanges the two sums with `Finset.sum_comm`, and `Finset.sum_eq_single` keeps the term $y=x$.

In the main theorem, the forward direction obtains the product $F(h)(\varphi_h(c)-1)=0$ by `linear_combination` and cancels the nonzero factor. The reverse direction splits on `h ⬝ᵥ c = 0` to prove `same`, the equality of structure factors, then applies synthesis to both densities and cancels $N^n$.

`allowed_reflection_present` checks the plane wave directly. For body centring, `parity` turns the dot-product condition into evenness, and `ZMod.intCast_surjective` supplies integer indices for every grid reflection.

```lean
#print axioms CentringAbsences.allowed_reflection_present
-- 'CentringAbsences.allowed_reflection_present' depends on axioms: [propext, Classical.choice, Quot.sound]
#print axioms CentringAbsences.body_centring_iff
-- 'CentringAbsences.body_centring_iff' depends on axioms: [propext, Classical.choice, Quot.sound]
```
